# The orbital-minimisation functional of a finite real Hamiltonian is bounded below exactly when no energy expectation is positive

Minimise (2 − |x|²)⟨x,Hx⟩ over an unconstrained real orbital x for H = diag(−1, 1), and the search can descend forever: x = (1, 0) gives the ground-state energy −1, but x = (0, s) gives (2 − s²)s², which has no lower bound. Subtracting a large enough constant from H removes the runaway direction.

```lean
import Mathlib

open Matrix

namespace OrbitalMinimisationShift

noncomputable section

variable {n m : Type*} [Fintype n] [DecidableEq n] [Fintype m] [DecidableEq m]

/-- The orbital-minimisation functional `tr[(2 - XᵀX) XᵀHX]` of unconstrained real orbitals,
stored as the columns of `X`. -/
def omFunctional (H : Matrix n n ℝ) (X : Matrix n m ℝ) : ℝ :=
  Matrix.trace (((2 : ℝ) • (1 : Matrix m m ℝ) - Xᵀ * X) * (Xᵀ * H * X))

/-- The functional `(2 - |x|²)⟨x, Hx⟩` of a single unconstrained real orbital. -/
def orbitalFunctional (H : Matrix n n ℝ) (x : n → ℝ) : ℝ :=
  (2 - x ⬝ᵥ x) * (x ⬝ᵥ H *ᵥ x)

/-- The two-level Hamiltonian `diag(-1, 1)`. -/
def twoLevel : Matrix (Fin 2) (Fin 2) ℝ := !![-1, 0; 0, 1]

omit [DecidableEq n] [Fintype m] [DecidableEq m] in
/-- For orbitals that are all multiples `e j` of one orbital `x`, the matrix of an operator `M`
between them is `⟨x, Mx⟩` times the outer product of `e` with itself. -/
theorem rank_one_sandwich (M : Matrix n n ℝ) (x : n → ℝ) (e : m → ℝ) :
    (vecMulVec x e)ᵀ * M * vecMulVec x e = (x ⬝ᵥ M *ᵥ x) • vecMulVec e e := by
  ext i j
  simp only [Matrix.mul_apply, Matrix.transpose_apply, Matrix.vecMulVec_apply,
    Matrix.smul_apply, smul_eq_mul, Matrix.mulVec, dotProduct, Finset.sum_mul, Finset.mul_sum]
  rw [Finset.sum_comm]
  exact Finset.sum_congr rfl fun l _ => Finset.sum_congr rfl fun k _ => by ring

/-- If all orbitals are multiples `e j` of one orbital `x`, with `e` normalised, the
many-orbital functional equals the one-orbital functional at `x`. -/
theorem omFunctional_rank_one (H : Matrix n n ℝ) (x : n → ℝ) (e : m → ℝ) (he : e ⬝ᵥ e = 1) :
    omFunctional H (vecMulVec x e) = orbitalFunctional H x := by
  have hS := rank_one_sandwich 1 x e
  rw [Matrix.mul_one, Matrix.one_mulVec] at hS
  have hT : (vecMulVec e e)ᵀ = vecMulVec e e := by
    ext i j
    simp only [Matrix.transpose_apply, Matrix.vecMulVec_apply]
    ring
  -- the outer product of a normalised vector is a projector of trace one
  have hE := rank_one_sandwich 1 e e
  rw [Matrix.mul_one, Matrix.one_mulVec, he, one_smul, hT] at hE
  have htr : Matrix.trace (vecMulVec e e) = 1 := by
    rw [← he]
    rfl
  unfold omFunctional orbitalFunctional
  rw [hS, rank_one_sandwich]
  simp only [Matrix.sub_mul, Matrix.smul_mul, Matrix.mul_smul, Matrix.one_mul, hE,
    Matrix.trace_sub, Matrix.trace_smul, htr, smul_eq_mul]
  ring

/-- With `P = XXᵀ`, the functional equals `tr H - tr[(1 - P) H (1 - P)]`. -/
theorem omFunctional_eq (H : Matrix n n ℝ) (X : Matrix n m ℝ) :
    omFunctional H X =
      Matrix.trace H - Matrix.trace ((1 - X * Xᵀ) * H * (1 - X * Xᵀ)) := by
  have h1 : Matrix.trace (Xᵀ * H * X) = Matrix.trace (X * Xᵀ * H) := by
    rw [Matrix.trace_mul_comm, Matrix.mul_assoc]
  have h2 : Matrix.trace (Xᵀ * X * (Xᵀ * H * X)) =
      Matrix.trace (X * Xᵀ * (X * Xᵀ * H)) := by
    have h : Xᵀ * X * (Xᵀ * H * X) = Xᵀ * (X * Xᵀ * H) * X := by
      simp only [Matrix.mul_assoc]
    rw [h, Matrix.trace_mul_comm, ← Matrix.mul_assoc]
  have h3 : (1 - X * Xᵀ) * ((1 - X * Xᵀ) * H) =
      H - X * Xᵀ * H - X * Xᵀ * H + X * Xᵀ * (X * Xᵀ * H) := by
    generalize X * Xᵀ = P
    noncomm_ring
  rw [Matrix.trace_mul_comm ((1 - X * Xᵀ) * H), h3]
  unfold omFunctional
  rw [Matrix.sub_mul, Matrix.smul_mul, Matrix.one_mul, Matrix.trace_sub, Matrix.trace_smul,
    h1, h2, Matrix.trace_add, Matrix.trace_sub, Matrix.trace_sub, smul_eq_mul]
  ring

omit [DecidableEq n] in
/-- Along any direction of positive energy expectation, the one-orbital functional falls below
every bound. -/
theorem unbounded_along (H : Matrix n n ℝ) (v : n → ℝ) (hv : 0 < v ⬝ᵥ H *ᵥ v) (C : ℝ) :
    ∃ s : ℝ, orbitalFunctional H (s • v) < C := by
  have key : ∀ a q : ℝ, 0 < a → 0 < q → ∃ t : ℝ, 0 ≤ t ∧ (2 - t * a) * (t * q) < C := by
    intro a q ha hq
    obtain ⟨t, ht⟩ : ∃ t : ℝ, t = 2 / a + 1 + |C| / (a * q) := ⟨_, rfl⟩
    have ht1 : 1 ≤ t := by
      have h1 : 0 ≤ 2 / a := by positivity
      have h2 : 0 ≤ |C| / (a * q) := by positivity
      linarith
    have h1 : (t * a - 2) * q = a * q + |C| := by
      rw [ht]
      field_simp
      ring
    have h2 : (2 - t * a) * (t * q) = -(t * (a * q + |C|)) := by
      linear_combination (-t) * h1
    have h3 : 0 < a * q := mul_pos ha hq
    have h4 : 0 ≤ (t - 1) * (a * q + |C|) :=
      mul_nonneg (by linarith) (by positivity)
    refine ⟨t, by linarith, ?_⟩
    rw [h2]
    linarith [neg_abs_le C]
  have h0 : 0 ≤ v ⬝ᵥ v := Finset.sum_nonneg fun i _ => mul_self_nonneg (v i)
  have hne : v ⬝ᵥ v ≠ 0 := by
    intro h
    rw [dotProduct_self_eq_zero.mp h, zero_dotProduct] at hv
    exact lt_irrefl _ hv
  obtain ⟨t, ht, hlt⟩ := key _ _ (lt_of_le_of_ne h0 (Ne.symm hne)) hv
  refine ⟨Real.sqrt t, ?_⟩
  have hs := Real.sq_sqrt ht
  have h : orbitalFunctional H (Real.sqrt t • v) =
      (2 - Real.sqrt t ^ 2 * (v ⬝ᵥ v)) * (Real.sqrt t ^ 2 * (v ⬝ᵥ H *ᵥ v)) := by
    simp only [orbitalFunctional, Matrix.mulVec_smul, smul_dotProduct, dotProduct_smul,
      smul_eq_mul]
    ring
  rw [h, hs]
  exact hlt

/-- For any non-zero number of orbitals, the orbital-minimisation functional is bounded below
exactly when no vector has a positive energy expectation. -/
theorem bddBelow_iff [Nonempty m] (H : Matrix n n ℝ) :
    BddBelow (Set.range (fun X : Matrix n m ℝ => omFunctional H X)) ↔
      ∀ v : n → ℝ, v ⬝ᵥ H *ᵥ v ≤ 0 := by
  constructor
  · rintro ⟨C, hC⟩ v
    by_contra h
    obtain ⟨s, hs⟩ := unbounded_along H v (not_le.mp h) C
    obtain ⟨j⟩ := ‹Nonempty m›
    -- put the runaway orbital in column j and leave the others empty
    have hb : C ≤ omFunctional H (vecMulVec (s • v) (Pi.single j (1 : ℝ))) :=
      hC ⟨_, rfl⟩
    rw [omFunctional_rank_one H _ _ (by simp)] at hb
    linarith
  · intro h
    refine ⟨Matrix.trace H, ?_⟩
    rintro _ ⟨X, rfl⟩
    have hcol : ∀ A : Matrix n n ℝ, Matrix.trace (Aᵀ * H * A) ≤ 0 := by
      intro A
      rw [Matrix.mul_assoc]
      exact Finset.sum_nonpos fun j _ => h (fun i => A i j)
    have hA := hcol (1 - X * Xᵀ)
    have hT : (1 - X * Xᵀ)ᵀ = 1 - X * Xᵀ := by
      rw [Matrix.transpose_sub, Matrix.transpose_one, Matrix.transpose_mul,
        Matrix.transpose_transpose]
    rw [hT] at hA
    change Matrix.trace H ≤ omFunctional H X
    rw [omFunctional_eq]
    linarith

/-- A shift of the Hamiltonian by `η` lowers the expectation in `x` by `η|x|²`. -/
theorem shifted_expectation (H : Matrix n n ℝ) (η : ℝ) (x : n → ℝ) :
    x ⬝ᵥ (H - η • (1 : Matrix n n ℝ)) *ᵥ x = x ⬝ᵥ H *ᵥ x - η * (x ⬝ᵥ x) := by
  rw [Matrix.sub_mulVec, Matrix.smul_mulVec, Matrix.one_mulVec, dotProduct_sub,
    dotProduct_smul, smul_eq_mul]

/-- The functional of the shifted Hamiltonian `H - η` is bounded below exactly when
`⟨v, Hv⟩ ≤ η|v|²` for every `v`. -/
theorem shifted_bddBelow_iff [Nonempty m] (H : Matrix n n ℝ) (η : ℝ) :
    BddBelow (Set.range (fun X : Matrix n m ℝ =>
      omFunctional (H - η • (1 : Matrix n n ℝ)) X)) ↔
      ∀ v : n → ℝ, v ⬝ᵥ H *ᵥ v ≤ η * (v ⬝ᵥ v) := by
  rw [bddBelow_iff]
  simp only [shifted_expectation, sub_nonpos]

/-- If all expectations lie between `E₀|v|²` and `η|v|²`, and `E₀` is the energy of a normalised
eigenvector, then `E₀` is the minimum of the shifted one-orbital functional plus `η`. -/
theorem shifted_minimum (H : Matrix n n ℝ) (E₀ η : ℝ) (φ : n → ℝ)
    (hφ : φ ⬝ᵥ φ = 1) (heig : H *ᵥ φ = E₀ • φ)
    (hlow : ∀ v : n → ℝ, E₀ * (v ⬝ᵥ v) ≤ v ⬝ᵥ H *ᵥ v)
    (hup : ∀ v : n → ℝ, v ⬝ᵥ H *ᵥ v ≤ η * (v ⬝ᵥ v)) :
    IsLeast (Set.range (fun x : n → ℝ =>
      orbitalFunctional (H - η • (1 : Matrix n n ℝ)) x + η)) E₀ := by
  have hη : E₀ ≤ η := by
    have h := (hlow φ).trans (hup φ)
    rw [hφ] at h
    linarith
  constructor
  · refine ⟨φ, ?_⟩
    simp only [orbitalFunctional, shifted_expectation, heig, dotProduct_smul, hφ, smul_eq_mul]
    ring
  · rintro _ ⟨x, rfl⟩
    simp only [orbitalFunctional, shifted_expectation]
    have h1 := hlow x
    have h2 := hup x
    generalize x ⬝ᵥ H *ᵥ x = q at *
    generalize x ⬝ᵥ x = a at *
    -- beyond |x|² = 2 both factors are non-positive
    rcases le_total a 2 with ha | ha
    · have h3 := mul_nonneg (sub_nonneg.mpr ha) (sub_nonneg.mpr h1)
      have h4 := mul_nonneg (sub_nonneg.mpr hη) (sq_nonneg (1 - a))
      linarith
    · have h3 := mul_nonneg (sub_nonneg.mpr ha) (sub_nonneg.mpr h2)
      linarith

/-- For `diag(-1, 1)` the one-orbital functional equals `-1` at `(1, 0)`, yet it falls below
every bound along `(0, s)`. -/
theorem twoLevel_unbounded :
    orbitalFunctional twoLevel ![1, 0] = -1 ∧
      ∀ C : ℝ, ∃ s : ℝ, orbitalFunctional twoLevel ![0, s] < C := by
  constructor
  · norm_num [orbitalFunctional, twoLevel, Matrix.mulVec, dotProduct, Fin.sum_univ_two]
  · intro C
    obtain ⟨s, hs⟩ := unbounded_along twoLevel ![0, 1]
      (by norm_num [twoLevel, Matrix.mulVec, dotProduct, Fin.sum_univ_two]) C
    have h : s • (![0, 1] : Fin 2 → ℝ) = ![0, s] := by
      ext i
      fin_cases i <;> simp
    exact ⟨s, h ▸ hs⟩

/-- For `diag(-1, 1)` and every shift `η ≥ 1`, the minimum of the shifted one-orbital functional
plus `η` is `-1`. -/
theorem twoLevel_shifted_witness (η : ℝ) (hη : 1 ≤ η) :
    IsLeast (Set.range (fun x : Fin 2 → ℝ =>
      orbitalFunctional (twoLevel - η • (1 : Matrix (Fin 2) (Fin 2) ℝ)) x + η)) (-1) := by
  have hq : ∀ v : Fin 2 → ℝ, v ⬝ᵥ twoLevel *ᵥ v = v 1 ^ 2 - v 0 ^ 2 := by
    intro v
    simp [twoLevel, Matrix.mulVec, dotProduct, Fin.sum_univ_two]
    ring
  have hn : ∀ v : Fin 2 → ℝ, v ⬝ᵥ v = v 0 ^ 2 + v 1 ^ 2 := by
    intro v
    simp only [dotProduct, Fin.sum_univ_two]
    ring
  refine shifted_minimum twoLevel (-1) η ![1, 0] ?_ ?_ ?_ ?_
  · simp [dotProduct, Fin.sum_univ_two]
  · ext i
    fin_cases i <;> simp [twoLevel, Matrix.mulVec, dotProduct, Fin.sum_univ_two]
  · intro v
    rw [hq, hn]
    nlinarith [sq_nonneg (v 1)]
  · intro v
    rw [hq, hn]
    nlinarith [sq_nonneg (v 0), mul_nonneg (sub_nonneg.mpr hη)
      (add_nonneg (sq_nonneg (v 0)) (sq_nonneg (v 1)))]

end

end OrbitalMinimisationShift
```

```lean
#print axioms OrbitalMinimisationShift.bddBelow_iff
#print axioms OrbitalMinimisationShift.shifted_bddBelow_iff
#print axioms OrbitalMinimisationShift.twoLevel_unbounded
```

```
'OrbitalMinimisationShift.bddBelow_iff' depends on axioms: [propext, Classical.choice, Quot.sound]
'OrbitalMinimisationShift.shifted_bddBelow_iff' depends on axioms: [propext, Classical.choice, Quot.sound]
'OrbitalMinimisationShift.twoLevel_unbounded' depends on axioms: [propext, Classical.choice, Quot.sound]
```

## The functional and its bound

Let the columns of X be N real orbitals, expanded in a finite orthonormal basis. They need be neither normalised nor orthogonal. The functional is

E(X) = tr[(2 − XᵀX) XᵀHX].

For orthonormal orbitals XᵀX = 1, and E(X) is the sum of their energy expectations. Otherwise the factor 2 − XᵀX stands in for the inverse overlap matrix, to first order around XᵀX = 1.

In Lean, `n` labels the basis functions and `m` the orbitals, `x ⬝ᵥ x` is |x|², and `x ⬝ᵥ H *ᵥ x` is ⟨x,Hx⟩. `omFunctional` is E(X), and `orbitalFunctional` is its one-orbital form.

The theorem `bddBelow_iff` says that, for at least one orbital (`[Nonempty m]`), the values of E have a lower bound exactly when ⟨v,Hv⟩ ≤ 0 for every v. `shifted_bddBelow_iff` applies this to H − η, where the condition becomes

⟨v,Hv⟩ ≤ η|v|² for every v.

Neither theorem assumes that H is symmetric. For a symmetric H, the condition means that no eigenvalue exceeds η.

`shifted_minimum` concerns a single orbital. It assumes a normalised φ with Hφ = E₀φ, and E₀|v|² ≤ ⟨v,Hv⟩ ≤ η|v|² for every v. These hypotheses say that E₀ is the ground-state energy and that the shift reaches the top of the spectrum. The conclusion, `IsLeast`, is that the shifted functional plus η attains E₀ and never goes below it.

For non-interacting electrons in a finite real basis, the result tells an electronic-structure calculation when orthonormality can be left unenforced without losing the lower bound. It does not identify the minimum for several orbitals, and it does not treat complex orbitals or a Hamiltonian that depends on the density.

## A positive expectation lets one orbital run away

Suppose q = ⟨v,Hv⟩ > 0, and write a = |v|². Then v ≠ 0, so a > 0. For x = sv and t = s²,

(2 − |x|²)⟨x,Hx⟩ = (2 − ta)tq.

To get below a given C, `unbounded_along` takes t = 2/a + 1 + |C|/(aq). Then (ta − 2)q = aq + |C|, and since t ≥ 1,

(2 − ta)tq = −t(aq + |C|) ≤ −aq − |C| < C.

The scale factor is s = √t.

To carry this over to N orbitals, let X = xeᵀ with |e| = 1; in Lean this is `vecMulVec x e`. By `rank_one_sandwich`,

XᵀX = |x|² eeᵀ and XᵀHX = ⟨x,Hx⟩ eeᵀ.

Since (eeᵀ)² = eeᵀ and tr(eeᵀ) = 1, E(X) reduces to (2 − |x|²)⟨x,Hx⟩, which is `omFunctional_rank_one`. The proof of `bddBelow_iff` takes e to be a coordinate vector, so one column runs away while the others are zero.

## Without positive expectations, tr H is a lower bound

Set P = XXᵀ, which need not be a projector. Cyclicity of the trace gives

E(X) = 2 tr(PH) − tr(P²H).

It also gives

tr[(1 − P)H(1 − P)] = tr[(1 − P)²H] = tr H − 2 tr(PH) + tr(P²H).

Adding the two yields `omFunctional_eq`:

E(X) = tr H − tr[(1 − P)H(1 − P)].

The matrix A = 1 − P is symmetric, so the last trace is tr(AᵀHA) = Σⱼ ⟨aⱼ,Haⱼ⟩, where aⱼ are the columns of A. If no expectation is positive, this sum is at most zero and E(X) ≥ tr H. In Lean, `hcol` supplies the sum over columns and `hT` the symmetry of A.

The bound need not be attained. For one orbital and H − 2 = diag(−3, −1), the trace is −4, while the minimum is −3.

## The shift restores the ground-state energy

Now let a = |x|² and q = ⟨x,Hx⟩. By `shifted_expectation`, the quantity to be minimised is

F = (2 − a)(q − ηa) + η.

At x = φ it equals (E₀ − η) + η = E₀. The two spectral bounds, applied to φ, also give E₀ ≤ η. For the lower bound there are two cases.

If a ≤ 2, rearrangement gives

F − E₀ = (2 − a)(q − E₀a) + (η − E₀)(1 − a)²,

and both terms are non-negative.

If a ≥ 2, then 2 − a and q − ηa are both non-positive. Their product is non-negative, so F ≥ η ≥ E₀.

The Lean proof makes the same split with `rcases le_total a 2`, forms the non-negative products, and leaves the arithmetic to `linarith`.

For diag(−1, 1), `twoLevel_unbounded` records the failure without a shift. `twoLevel_shifted_witness` verifies the hypotheses of `shifted_minimum` with φ = (1, 0), so every η ≥ 1 gives the minimum −1.

## Constrained orbitals, and choosing η in a code

Under the constraint XᵀX = 1, the functional would be tr(XᵀHX), bounded below for every H in finite dimension, and a shift would only subtract the constant Nη. The need for a shift comes from giving up the constraint and also replacing the inverse overlap matrix by 2 − XᵀX. With the exact inverse, tr[(XᵀX)⁻¹XᵀHX] is bounded below over linearly independent orbitals without any shift.

One simple way to use the result in a code that minimises E(X) without constraints is to fix η before the search, replace H by H − η, and add Nη to the final value of E(X), before any factor of two for spin. For a symmetric matrix in an orthonormal basis, a safe η is the largest value over the rows i of Hᵢᵢ + Σ |Hᵢⱼ|, with the sum over j ≠ i. In a non-orthogonal basis with overlap matrix S, XᵀX becomes XᵀSX and the shifted matrix is H − ηS. Then η must be at least the largest eigenvalue ε of Hc = εSc, which the row estimate does not guarantee.

A missing shift can go unnoticed. In the two-level example (1, 0) is still a local minimum, so a run that starts nearby with short steps may converge to −1, while a long step can carry it into the unbounded region.
